# A quadratic mean-field energy is stationary under orbital rotations exactly when the Fock matrix commutes with the density matrix

Let h and P be Hermitian matrices of finite size, and let G be a linear map that turns a density matrix into a mean-field potential. If G preserves Hermiticity and is self-adjoint for the trace pairing, then the energy

E(P) = tr(hP) + tr(P G(P))/2

has zero slope along every orbital rotation of P if and only if

FP = PF, with F = h + G(P).

For a projector P, this is the same as the vanishing of the block of F that couples occupied to virtual orbitals.

## Energy and orbital rotations

In an orthonormal one-particle basis, a Slater determinant is described by its density matrix P, the projector onto the occupied orbitals. The matrix h holds the one-particle energies and hoppings, and G(P) is the potential that the particles create. In Hartree–Fock theory, G(P) is the Coulomb term minus the exchange term. The factor 1/2 in E prevents each pair from being counted twice.

Self-adjointness of G means that

tr(G(A) B) = tr(A G(B))

for Hermitian A and B. Physically, the interaction is mutual: density A in the potential of B has the same energy as density B in the potential of A.

Mixing the orbitals without changing their number rotates P into

P(t) = exp(tK) P exp(−tK), with K† = −K.

Here t is a real parameter and K generates the rotation.

## The statement in Lean

`IsMeanField G` collects the two conditions on G. The map is only required to be real-linear, which suits Hermitian matrices because they form a real vector space. `energy`, `fock` and `rotate` are E, F and P(t). `energy` is defined as a real part so that it is a real number, and `energy_eq_trace` shows that nothing is lost for Hermitian h and P.

`Stationary h G P` says that for every anti-Hermitian K the function t ↦ E(P(t)) has derivative 0 at t = 0. The main theorem, `stationary_iff_commute`, equates this with `fock h G P * P = P * fock h G P`. It assumes that P is Hermitian but not that P² = P, so fractional occupations are allowed. The occupations stay fixed during the rotation, since the eigenvalues of P(t) do not change.

The energy must be quadratic in P. Kohn–Sham functionals with a general exchange-correlation term are therefore not covered, nor are infinite-dimensional one-particle spaces. Stationary points may be minima, maxima or saddle points.

## The slope and its zeros

To first order in t, exp(±tK) = 1 ± tK, so the velocity of P(t) at t = 0 is

D = KP − PK.

D is Hermitian, because D† = −PK + KP. The product rule gives the slope

dE/dt = Re tr(hD) + Re[tr(D G(P)) + tr(P G(D))]/2.

By self-adjointness the two interaction terms are equal, which cancels the factor 1/2:

dE/dt = Re tr(FD) = Re tr(FKP − FPK) = Re tr(K(PF − FP)).

The last step uses the cyclic property of the trace. If FP = PF, the slope is zero for every K.

For the converse, put C = PF − FP. Since P and F are Hermitian, C† = FP − PF = −C, so C is itself an allowed generator. Choosing K = C gives

dE/dt = Re tr(CC) = −Re tr(C†C) = −Σ_ij |C_ji|².

If this slope vanishes, every entry of C is zero, and F commutes with P.

## Occupied and virtual orbitals

Now let P² = P. If FP = PF, then

(1 − P)FP = (1 − P)PF = 0.

Conversely, (1 − P)FP = 0 means FP = PFP. The adjoint of this equation is PF = PFP, so FP = PF.

Brillouin's theorem is usually phrased for many-electron states: the Hamiltonian does not couple the Hartree–Fock determinant to its single excitations. The block condition is the one-particle form of that statement; the theorems here involve neither determinants nor a many-electron Hamiltonian.

## The commutator in a self-consistent calculation

In its simplest form, a Hartree–Fock iteration builds F from the current P, diagonalises it, fills orbitals to obtain a new P, and repeats. The size of FP − PF is a common measure of convergence, and DIIS acceleration commonly uses this commutator as its error vector. In a non-orthogonal basis with overlap matrix S, the corresponding residual is FPS − SPF. A small residual signals a nearly stationary point, so whether it is a minimum needs a separate stability test.

## Two sites with a symmetry-broken branch

For an on-site interaction of strength U, G(P) is diagonal with entries U P_ii. Take two sites with hopping t, which is now an energy and no longer the rotation parameter, and two electrons of opposite spin that share one real orbital (c, s). Here P is the density matrix of one spin, each electron feels the potential of the other, and E is half the total energy. Then

h = [[0, −t], [−t, 0]], P = [[c², cs], [cs, s²]], F = [[Uc², −t], [−t, Us²]].

The diagonal of FP − PF vanishes, and its upper off-diagonal entry is

(c² − s²)(Ucs + t),

with the opposite sign below. The orbital is therefore stationary exactly when c² = s² or Ucs = −t. The theorem needs no normalisation, but P is a projector onto an orbital only if c² + s² = 1.

For a normalised orbital, |cs| ≤ 1/2. With t > 0, the second condition gives unequal site densities when |U| > 2t. Inserting the orbital into the energy gives

E = U/2 − 2t(cs) − U(cs)²,

from which one reads off, beyond what the file establishes, that the unequal solution is the minimum for attraction U < −2t and the maximum for repulsion U > 2t.

## The complete file

```lean
import Mathlib

open Matrix

namespace MeanFieldBrillouin

noncomputable section

variable {n : Type*} [Fintype n] [DecidableEq n]

/-- A mean-field interaction: it sends Hermitian matrices to Hermitian matrices and is
self-adjoint for the trace pairing on them. -/
structure IsMeanField (G : Matrix n n ℂ →ₗ[ℝ] Matrix n n ℂ) : Prop where
  hermitian : ∀ A, A.IsHermitian → (G A).IsHermitian
  selfAdjoint : ∀ A B, A.IsHermitian → B.IsHermitian → trace (G A * B) = trace (A * G B)

/-- The mean-field energy, the real part of `tr(hP) + tr(P G(P))/2`. -/
def energy (h : Matrix n n ℂ) (G : Matrix n n ℂ →ₗ[ℝ] Matrix n n ℂ) (P : Matrix n n ℂ) : ℝ :=
  (trace (h * P)).re + (trace (P * G P)).re / 2

/-- The Fock matrix `F = h + G(P)`. -/
def fock (h : Matrix n n ℂ) (G : Matrix n n ℂ →ₗ[ℝ] Matrix n n ℂ) (P : Matrix n n ℂ) :
    Matrix n n ℂ := h + G P

/-- The rotated density matrix `exp(tK) P exp(-tK)`. -/
def rotate (K P : Matrix n n ℂ) (t : ℝ) : Matrix n n ℂ :=
  NormedSpace.exp (t • K) * P * NormedSpace.exp (-(t • K))

/-- The energy is stationary at `P` under every orbital rotation with anti-Hermitian
generator. -/
def Stationary (h : Matrix n n ℂ) (G : Matrix n n ℂ →ₗ[ℝ] Matrix n n ℂ)
    (P : Matrix n n ℂ) : Prop :=
  ∀ K : Matrix n n ℂ, Kᴴ = -K → HasDerivAt (fun t : ℝ => energy h G (rotate K P t)) 0 0

variable {h P : Matrix n n ℂ} {G : Matrix n n ℂ →ₗ[ℝ] Matrix n n ℂ}

omit [DecidableEq n] in
/-- For Hermitian `h` and `P` the complex number `tr(hP) + tr(P G(P))/2` equals the energy. -/
theorem energy_eq_trace (hG : IsMeanField G) (hh : h.IsHermitian) (hP : P.IsHermitian) :
    (energy h G P : ℂ) = trace (h * P) + trace (P * G P) / 2 := by
  have key : ∀ A B : Matrix n n ℂ, A.IsHermitian → B.IsHermitian →
      ((trace (A * B)).re : ℂ) = trace (A * B) := by
    intro A B hA hB
    apply Complex.conj_eq_iff_re.1
    change star (trace (A * B)) = _
    rw [← trace_conjTranspose, conjTranspose_mul, hA.eq, hB.eq, trace_mul_comm]
  unfold energy
  push_cast
  rw [key h P hh hP, key P (G P) hP (hG.hermitian P hP)]

private theorem hasDerivAt_linear {V W : Type*} [NormedAddCommGroup V] [NormedSpace ℝ V]
    [FiniteDimensional ℝ V] [NormedAddCommGroup W] [NormedSpace ℝ W] (L : V →ₗ[ℝ] W)
    {f : ℝ → V} {f' : V} {t : ℝ} (hf : HasDerivAt f f' t) :
    HasDerivAt (fun s => L (f s)) (L f') t :=
  (LinearMap.toContinuousLinearMap L).hasFDerivAt.comp_hasDerivAt t hf

section Derivative

attribute [local instance] Matrix.linftyOpNormedRing Matrix.linftyOpNormedAlgebra

/-- The energy slope at `t = 0` along an orbital rotation of a Hermitian `P` is `Re tr(K (PF -
FP))`. -/
theorem energy_hasDerivAt (hG : IsMeanField G) (hP : P.IsHermitian)
    {K : Matrix n n ℂ} (hK : Kᴴ = -K) :
    HasDerivAt (fun t : ℝ => energy h G (rotate K P t))
      (trace (K * (P * fock h G P - fock h G P * P))).re 0 := by
  -- the velocity of the density matrix is the commutator of K and P
  have hγ : HasDerivAt (fun t : ℝ => rotate K P t) (K * P - P * K) 0 := by
    have h1 := hasDerivAt_exp_smul_const K (0 : ℝ)
    have h2 := hasDerivAt_exp_smul_const (-K) (0 : ℝ)
    simp only [smul_neg] at h2
    exact ((h1.mul_const P).fun_mul h2).congr_deriv (by simp [sub_eq_add_neg])
  have h0 : rotate K P 0 = P := by simp [rotate]
  have hD : (K * P - P * K).IsHermitian := by
    rw [Matrix.IsHermitian, conjTranspose_sub, conjTranspose_mul, conjTranspose_mul, hP.eq, hK]
    noncomm_ring
  let T : Matrix n n ℂ →ₗ[ℝ] ℝ := Complex.reLm ∘ₗ Matrix.traceLinearMap n ℝ ℂ
  have h1 := hasDerivAt_linear T (hγ.const_mul h)
  have h2 := hasDerivAt_linear T (hγ.fun_mul (hasDerivAt_linear G hγ))
  refine (h1.fun_add (h2.div_const 2)).congr_deriv ?_
  rw [h0]
  change (trace (h * (K * P - P * K))).re +
    (trace ((K * P - P * K) * G P + P * G (K * P - P * K))).re / 2 = _
  -- self-adjointness merges the two interaction terms
  have e1 := (hG.selfAdjoint P _ hP hD).symm
  have e2 := trace_mul_comm (K * P - P * K) (G P)
  have e3 : ∀ F : Matrix n n ℂ,
      trace (K * (P * F - F * P)) = trace (F * (K * P - P * K)) := by
    intro F
    rw [mul_sub, mul_sub, trace_sub, trace_sub, ← mul_assoc K P F,
      trace_mul_comm (K * P) F, trace_mul_comm K (F * P), mul_assoc F P K]
  rw [e3, trace_add, e1, e2, fock, add_mul, trace_add]
  simp only [Complex.add_re]
  ring

end Derivative

omit [DecidableEq n] in
private theorem eq_zero_of_trace {A : Matrix n n ℂ} (hA : (trace (Aᴴ * A)).re = 0) : A = 0 := by
  have e : (trace (Aᴴ * A)).re = ∑ i, ∑ j, Complex.normSq (A j i) := by
    simp [Matrix.trace, Matrix.mul_apply, Complex.normSq_apply]
  rw [e] at hA
  ext j i
  have h1 := (Finset.sum_eq_zero_iff_of_nonneg (fun i _ =>
    Finset.sum_nonneg (fun j _ => Complex.normSq_nonneg (A j i)))).1 hA i (Finset.mem_univ i)
  have h2 := (Finset.sum_eq_zero_iff_of_nonneg (fun j _ =>
    Complex.normSq_nonneg (A j i))).1 h1 j (Finset.mem_univ j)
  exact Complex.normSq_eq_zero.1 h2

/-- The mean-field energy is stationary at a Hermitian density matrix `P` under all orbital
rotations if and only if the Fock matrix built from `P` commutes with `P`. -/
theorem stationary_iff_commute (hG : IsMeanField G) (hh : h.IsHermitian) (hP : P.IsHermitian) :
    Stationary h G P ↔ fock h G P * P = P * fock h G P := by
  have hF : (fock h G P).IsHermitian := hh.add (hG.hermitian P hP)
  constructor
  · intro hs
    -- rotate along the commutator itself
    have hK : (P * fock h G P - fock h G P * P)ᴴ = -(P * fock h G P - fock h G P * P) := by
      rw [conjTranspose_sub, conjTranspose_mul, conjTranspose_mul, hP.eq, hF.eq, neg_sub]
    have h0 := (energy_hasDerivAt (h := h) hG hP hK).unique (hs _ hK)
    refine (sub_eq_zero.1 (eq_zero_of_trace ?_)).symm
    rw [hK, neg_mul, trace_neg, Complex.neg_re, h0, neg_zero]
  · intro hc K hK
    have h1 := energy_hasDerivAt (h := h) hG hP hK
    rwa [hc, sub_self, mul_zero, trace_zero, Complex.zero_re] at h1

/-- For a projector `P`, stationarity is equivalent to the vanishing of the block of the Fock
matrix that couples occupied to virtual orbitals. -/
theorem stationary_iff_block (hG : IsMeanField G) (hh : h.IsHermitian) (hP : P.IsHermitian)
    (hPP : P * P = P) : Stationary h G P ↔ (1 - P) * fock h G P * P = 0 := by
  have hF : (fock h G P).IsHermitian := hh.add (hG.hermitian P hP)
  rw [stationary_iff_commute hG hh hP]
  constructor
  · intro hc
    rw [mul_assoc, hc, ← mul_assoc, sub_mul, one_mul, hPP, sub_self, zero_mul]
  · intro hb
    rw [sub_mul, one_mul, sub_mul] at hb
    have e := sub_eq_zero.1 hb
    -- the adjoint relation supplies the other block
    have e' := congrArg conjTranspose e
    simp only [conjTranspose_mul, hP.eq, hF.eq] at e'
    exact e.trans ((mul_assoc _ _ _).trans e'.symm)

/-- A density matrix whose energy is lowest among all its unitary rotations commutes with its
own Fock matrix. -/
theorem commute_of_minimum (hG : IsMeanField G) (hh : h.IsHermitian) (hP : P.IsHermitian)
    (hmin : ∀ U ∈ Matrix.unitaryGroup n ℂ, energy h G P ≤ energy h G (U * P * Uᴴ)) :
    fock h G P * P = P * fock h G P := by
  apply (stationary_iff_commute hG hh hP).1
  intro K hK
  have hd := energy_hasDerivAt (h := h) hG hP hK
  have hm : IsLocalMin (fun t : ℝ => energy h G (rotate K P t)) 0 := by
    refine Filter.Eventually.of_forall fun t => ?_
    have hs : (NormedSpace.exp (t • K))ᴴ = NormedSpace.exp (-(t • K)) := by
      rw [← Matrix.exp_conjTranspose, conjTranspose_smul, hK]
      simp
    have hu : NormedSpace.exp (t • K) ∈ Matrix.unitaryGroup n ℂ := by
      rw [Matrix.mem_unitaryGroup_iff, star_eq_conjTranspose, hs,
        ← Matrix.exp_add_of_commute _ _ (Commute.refl (t • K)).neg_right,
        add_neg_cancel, NormedSpace.exp_zero]
    have h1 := hmin _ hu
    rw [hs] at h1
    simpa [rotate] using h1
  exact hd.congr_deriv (hm.hasDerivAt_eq_zero hd)

/-- The on-site interaction: each site feels a potential `U` times its own density. -/
def onSite (U : ℝ) : Matrix n n ℂ →ₗ[ℝ] Matrix n n ℂ where
  toFun A := Matrix.diagonal fun i => (U : ℂ) * A i i
  map_add' A B := by
    ext i j
    by_cases hij : i = j <;> simp [hij, mul_add]
  map_smul' r A := by
    ext i j
    by_cases hij : i = j <;> simp [hij, mul_left_comm]

/-- The on-site interaction is a mean-field interaction for every strength `U`. -/
theorem onSite_witness (U : ℝ) : IsMeanField (onSite U : Matrix n n ℂ →ₗ[ℝ] Matrix n n ℂ) where
  hermitian A hA := by
    change (Matrix.diagonal fun i => (U : ℂ) * A i i)ᴴ = Matrix.diagonal fun i => (U : ℂ) * A i i
    rw [diagonal_conjTranspose]
    congr 1
    funext i
    change star ((U : ℂ) * A i i) = _
    rw [star_mul', hA.apply i i]
    simp
  selfAdjoint A B _ _ := by
    change trace (Matrix.diagonal (fun i => (U : ℂ) * A i i) * B) =
      trace (A * Matrix.diagonal fun i => (U : ℂ) * B i i)
    simp only [Matrix.trace, Matrix.diag_apply, diagonal_mul, mul_diagonal]
    exact Finset.sum_congr rfl fun i _ => by ring

/-- Two sites with hopping `t` and on-site interaction `U`: for real `c` and `s`, the energy is
stationary at the matrix with rows `(c², cs)` and `(cs, s²)` exactly when `c² = s²` or `U c s = -t`.
-/
theorem dimer_stationary_iff (t U c s : ℝ) :
    Stationary !![0, -(t : ℂ); -(t : ℂ), 0] (onSite U)
      !![(c : ℂ) ^ 2, (c : ℂ) * s; (c : ℂ) * s, (s : ℂ) ^ 2] ↔ c ^ 2 = s ^ 2 ∨ U * c * s = -t := by
  have hh : (!![0, -(t : ℂ); -(t : ℂ), 0]).IsHermitian := by
    ext i j
    fin_cases i <;> fin_cases j <;> simp
  have hP : (!![(c : ℂ) ^ 2, (c : ℂ) * s; (c : ℂ) * s, (s : ℂ) ^ 2]).IsHermitian := by
    ext i j
    fin_cases i <;> fin_cases j <;> simp
  have hF : fock !![0, -(t : ℂ); -(t : ℂ), 0] (onSite U)
      !![(c : ℂ) ^ 2, (c : ℂ) * s; (c : ℂ) * s, (s : ℂ) ^ 2] =
      !![(U : ℂ) * c ^ 2, -(t : ℂ); -(t : ℂ), (U : ℂ) * s ^ 2] := by
    ext i j
    fin_cases i <;> fin_cases j <;> simp [fock, onSite]
  rw [stationary_iff_commute (onSite_witness U) hh hP, hF, ← sub_eq_zero]
  -- the commutator has a single independent entry, which factorises
  have hC : !![(U : ℂ) * c ^ 2, -(t : ℂ); -(t : ℂ), (U : ℂ) * s ^ 2] *
        !![(c : ℂ) ^ 2, (c : ℂ) * s; (c : ℂ) * s, (s : ℂ) ^ 2] -
      !![(c : ℂ) ^ 2, (c : ℂ) * s; (c : ℂ) * s, (s : ℂ) ^ 2] *
        !![(U : ℂ) * c ^ 2, -(t : ℂ); -(t : ℂ), (U : ℂ) * s ^ 2] =
      (((c ^ 2 - s ^ 2) * (U * c * s + t) : ℝ) : ℂ) • !![0, 1; -1, 0] := by
    ext i j
    fin_cases i <;> fin_cases j <;> simp <;> ring
  have hJ : (!![0, 1; -1, 0] : Matrix (Fin 2) (Fin 2) ℂ) ≠ 0 := by
    intro e
    have e01 := congrFun (congrFun e 0) 1
    simp at e01
  rw [hC, smul_eq_zero, or_iff_left hJ, Complex.ofReal_eq_zero, mul_eq_zero, sub_eq_zero,
    add_eq_zero_iff_eq_neg]

end

end MeanFieldBrillouin
```

```lean
#print axioms MeanFieldBrillouin.stationary_iff_commute
-- 'MeanFieldBrillouin.stationary_iff_commute' depends on axioms: [propext, Classical.choice, Quot.sound]
#print axioms MeanFieldBrillouin.stationary_iff_block
-- 'MeanFieldBrillouin.stationary_iff_block' depends on axioms: [propext, Classical.choice, Quot.sound]
#print axioms MeanFieldBrillouin.commute_of_minimum
-- 'MeanFieldBrillouin.commute_of_minimum' depends on axioms: [propext, Classical.choice, Quot.sound]
#print axioms MeanFieldBrillouin.dimer_stationary_iff
-- 'MeanFieldBrillouin.dimer_stationary_iff' depends on axioms: [propext, Classical.choice, Quot.sound]
```

## How the proof follows the derivation

`energy_hasDerivAt` computes the slope. Its first step, `hγ`, obtains the velocity KP − PK from the derivatives of the two exponentials, and `hD` shows that this velocity is Hermitian, as self-adjointness requires. The helper `hasDerivAt_linear` lets a derivative pass through a linear map, here G and the real part of the trace. Then `e1` and `e2` identify the two interaction terms, and `e3` is the cyclic rearrangement that isolates K.

`eq_zero_of_trace` supplies the positivity argument. It writes Re tr(A†A) as a sum of squared moduli and concludes that each entry vanishes when the sum does.

In `stationary_iff_commute`, the forward direction first checks in `hK` that the commutator is anti-Hermitian. The slope along it is then known in two ways, from the formula and from stationarity; `unique` equates them, and `eq_zero_of_trace` finishes the argument. The reverse direction substitutes FP = PF into the slope formula. `stationary_iff_block` adds the projector algebra, with `e'` as the adjoint equation.

`commute_of_minimum` treats a P whose energy is lowest among all its unitary rotations. The steps `hs` and `hu` show that exp(tK) is unitary, so t = 0 is a minimum along each path. The derivative there is zero, and the main theorem gives FP = PF.

`onSite_witness` verifies the two conditions for the on-site interaction: its potential is real on Hermitian matrices, and both traces reduce to the same sum U Σ_i A_ii B_ii. `dimer_stationary_iff` then applies the main theorem. Its step `hC` computes the commutator entry by entry as the factor above times a fixed nonzero matrix, so stationarity reduces to the vanishing of one real product.
